# End-site weights of a uniform \(n\)-site chain annihilate the Chebyshev polynomials \(U_m\) for \(0<m<2n\)

A chain of one site with zero on-site energy has the single level \(x=0\) with weight \(1\), so the averages of the second-kind Chebyshev polynomials \(U_0=1\), \(U_1=2x\), \(U_2=4x^2-1\) are \(1,\,0,\,-1\): the semicircle density \(\frac2\pi\sqrt{1-x^2}\) on \([-1,1]\) would give \(1,\,0,\,0\), but a lone site has no neighbour to hop to and back from. Take an open chain of \(n\ge1\) sites with zero on-site energy and nearest-neighbour hopping \(1/2\), and weight each level by the probability of its normalised eigenstate on an end site. The same pattern holds, with the zeros lasting to order \(2n-1\) and the value \(-1\) at order \(2n\).

```lean
import Mathlib

open Real Matrix

namespace SemicircleChainQuadrature

noncomputable section

/-- The angle `θ_k = kπ/(n+1)`. -/
def angle (n k : ℕ) : ℝ := k * π / (n + 1)

/-- The node `x_k = cos θ_k`. -/
def node (n k : ℕ) : ℝ := cos (angle n k)

/-- The weight `w_k = 2 sin²θ_k/(n+1)`. -/
def weight (n k : ℕ) : ℝ := 2 * sin (angle n k) ^ 2 / (n + 1)

/-- The weighted sum `Σ_{k=1..n} w_k U_m(x_k)` of a second-kind Chebyshev polynomial. -/
def moment (n : ℕ) (m : ℤ) : ℝ :=
  ∑ k ∈ Finset.Icc 1 n, weight n k * (Polynomial.Chebyshev.U ℝ m).eval (node n k)

/-- Hamiltonian of the uniform open chain of `n` sites with nearest-neighbour hopping `1/2`. -/
def chain (n : ℕ) : Matrix (Fin n) (Fin n) ℝ :=
  Matrix.of fun i j => if i.val + 1 = j.val ∨ j.val + 1 = i.val then 1 / 2 else 0

/-- The standing wave `v_k(j) = √(2/(n+1)) sin((j+1)θ_k)` on the sites `j = 0, …, n-1`. -/
def mode (n k : ℕ) (j : Fin n) : ℝ :=
  Real.sqrt (2 / (n + 1)) * sin (((j.val : ℝ) + 1) * angle n k)

/-- Telescoped cosine sum: `2 sin a Σ_{k<M} cos 2ka = sin((2M-1)a) + sin a`. -/
theorem telescope (a : ℝ) (M : ℕ) :
    2 * sin a * ∑ k ∈ Finset.range M, cos (2 * (k : ℝ) * a)
      = sin ((2 * (M : ℝ) - 1) * a) + sin a := by
  induction M with
  | zero => simp
  | succ M ih =>
    have e1 : (2 * ((M + 1 : ℕ) : ℝ) - 1) * a = 2 * M * a + a := by push_cast; ring
    have e2 : (2 * (M : ℝ) - 1) * a = 2 * M * a - a := by ring
    rw [Finset.sum_range_succ, mul_add, ih, e1, e2, sin_add, sin_sub]
    ring

/-- `Σ_{k=0..n} cos(pθ_k)` is `(1 - cos pπ)/2`, plus `n+1` when `2(n+1)` divides `p`. -/
theorem cos_sum (n : ℕ) (p : ℤ) :
    ∑ k ∈ Finset.range (n + 1), cos ((p : ℝ) * angle n k)
      = (if 2 * ((n : ℤ) + 1) ∣ p then (n : ℝ) + 1 else 0) + (1 - cos (p * π)) / 2 := by
  have hN : (n : ℝ) + 1 ≠ 0 := by positivity
  split_ifs with h
  · -- every phase is a multiple of 2π
    obtain ⟨c, hc⟩ := h
    have hp : (p : ℝ) = 2 * ((n : ℝ) + 1) * c := by exact_mod_cast hc
    have h1 : ∀ k : ℕ, cos ((p : ℝ) * angle n k) = 1 := by
      intro k
      have e : (p : ℝ) * angle n k = ((c * k : ℤ) : ℝ) * (2 * π) := by
        rw [hp]; unfold angle; push_cast; field_simp
      rw [e, cos_int_mul_two_pi]
    have h2 : cos ((p : ℝ) * π) = 1 := by
      have e : (p : ℝ) * π = (((n + 1) * c : ℤ) : ℝ) * (2 * π) := by
        rw [hp]; push_cast; ring
      rw [e, cos_int_mul_two_pi]
    simp [h1, h2]
  · -- telescope with half-step a, whose sine does not vanish
    obtain ⟨a, ha⟩ : ∃ a : ℝ, a = p * π / (2 * ((n : ℝ) + 1)) := ⟨_, rfl⟩
    have h2 : 2 * ((n : ℝ) + 1) * a = p * π := by rw [ha]; field_simp
    have hs : sin a ≠ 0 := by
      intro h0
      obtain ⟨c, hc⟩ := sin_eq_zero_iff.mp h0
      have : (p : ℝ) = 2 * ((n : ℝ) + 1) * c := by
        apply mul_right_cancel₀ pi_ne_zero
        linear_combination -h2 - 2 * ((n : ℝ) + 1) * hc
      exact h ⟨c, by exact_mod_cast this⟩
    have e : (2 * ((n + 1 : ℕ) : ℝ) - 1) * a = p * π - a := by
      push_cast; linear_combination h2
    have e2 : ∀ k : ℕ, (p : ℝ) * angle n k = 2 * (k : ℝ) * a := by
      intro k; rw [ha]; unfold angle; field_simp
    have ht := telescope a (n + 1)
    rw [e, sin_sub, sin_int_mul_pi] at ht
    simp only [e2]
    apply mul_left_cancel₀ hs
    linear_combination ht / 2

/-- Discrete sine orthogonality:
`(2/(n+1)) Σ_k sin aθ_k sin bθ_k = [2(n+1) ∣ a-b] - [2(n+1) ∣ a+b]`. -/
theorem sin_orth (n : ℕ) (a b : ℤ) :
    2 / ((n : ℝ) + 1) * ∑ k ∈ Finset.Icc 1 n, sin (a * angle n k) * sin (b * angle n k)
      = (if 2 * ((n : ℤ) + 1) ∣ a - b then 1 else 0)
        - (if 2 * ((n : ℤ) + 1) ∣ a + b then 1 else 0) := by
  have hN : (n : ℝ) + 1 ≠ 0 := by positivity
  -- the term k = 0 vanishes
  have hI : ∑ k ∈ Finset.Icc 1 n, sin (a * angle n k) * sin (b * angle n k)
      = ∑ k ∈ Finset.range (n + 1), sin (a * angle n k) * sin (b * angle n k) := by
    apply Finset.sum_subset
    · intro k hk
      rw [Finset.mem_Icc] at hk; rw [Finset.mem_range]; omega
    · intro k hk hk'
      rw [Finset.mem_range] at hk; rw [Finset.mem_Icc] at hk'
      have : k = 0 := by omega
      simp [this, angle]
  have hprod : ∀ k, sin (a * angle n k) * sin (b * angle n k)
      = (cos (((a - b : ℤ) : ℝ) * angle n k) - cos (((a + b : ℤ) : ℝ) * angle n k)) / 2 := by
    intro k; push_cast; rw [sub_mul, add_mul, cos_sub, cos_add]; ring
  have hpar : cos (((a + b : ℤ) : ℝ) * π) = cos (((a - b : ℤ) : ℝ) * π) := by
    have e : ((a + b : ℤ) : ℝ) * π = ((a - b : ℤ) : ℝ) * π + b * (2 * π) := by
      push_cast; ring
    rw [e, cos_add_int_mul_two_pi]
  rw [hI]
  simp only [hprod]
  rw [← Finset.sum_div, Finset.sum_sub_distrib, cos_sum n (a - b), cos_sum n (a + b), hpar]
  split_ifs <;> field_simp <;> ring

/-- For every integer order, `Σ_k w_k U_m(x_k) = [2(n+1) ∣ m] - [2(n+1) ∣ m+2]`. -/
theorem moment_eq (n : ℕ) (m : ℤ) :
    moment n m = (if 2 * ((n : ℤ) + 1) ∣ m then 1 else 0)
      - (if 2 * ((n : ℤ) + 1) ∣ m + 2 then 1 else 0) := by
  have h := sin_orth n (m + 1) 1
  rw [show m + 1 - 1 = m by ring, show m + 1 + 1 = m + 2 by ring, Finset.mul_sum] at h
  refine Eq.trans (Finset.sum_congr rfl fun k _ => ?_) h
  have hk := Polynomial.Chebyshev.U_real_cos (angle n k) m
  simp only [weight, node, Int.cast_add, Int.cast_one, one_mul]
  linear_combination (2 / ((n : ℝ) + 1) * sin (angle n k)) * hk

/-- For `n ≥ 1` the weighted sum of `U_m` is `1` for `m = 0`, `0` for `0 < m < 2n`
and `-1` for `m = 2n`. -/
theorem semicircle_quadrature (n : ℕ) (hn : 1 ≤ n) :
    moment n 0 = 1 ∧ (∀ m : ℤ, 0 < m → m < 2 * n → moment n m = 0) ∧
      moment n (2 * n) = -1 := by
  have nd : ∀ x : ℤ, 0 < x → x < 2 * ((n : ℤ) + 1) → ¬ 2 * ((n : ℤ) + 1) ∣ x :=
    fun x h1 h2 h => absurd (Int.le_of_dvd h1 h) (by omega)
  refine ⟨?_, fun m h1 h2 => ?_, ?_⟩
  · rw [moment_eq, if_pos (dvd_zero (2 * ((n : ℤ) + 1))),
      if_neg (nd (0 + 2) (by omega) (by omega)), sub_zero]
  · rw [moment_eq, if_neg (nd m h1 (by omega)),
      if_neg (nd (m + 2) (by omega) (by omega)), sub_zero]
  · have hd : 2 * ((n : ℤ) + 1) ∣ 2 * (n : ℤ) + 2 := ⟨1, by ring⟩
    rw [moment_eq, if_neg (nd (2 * n) (by omega) (by omega)), if_pos hd, zero_sub]

/-- On an amplitude `f` vanishing at positions `0` and `n+1`, with site `j` at position `j+1`,
the chain Hamiltonian gives the mean of the two neighbouring amplitudes. -/
theorem chain_hop (n : ℕ) (f : ℕ → ℝ) (h0 : f 0 = 0) (hN : f (n + 1) = 0) (i : Fin n) :
    ∑ j : Fin n, chain n i j * f (j.val + 1) = (f i.val + f (i.val + 2)) / 2 := by
  have hi := i.isLt
  have hs : ∀ j : Fin n, chain n i j * f (j.val + 1)
      = (if i.val + 1 = j.val then f (j.val + 1) / 2 else 0)
        + (if j.val + 1 = i.val then f (j.val + 1) / 2 else 0) := by
    intro j
    simp only [chain, Matrix.of_apply]
    split_ifs <;> first | (exfalso; omega) | ring
  have h1 : ∑ j : Fin n, (if i.val + 1 = j.val then f (j.val + 1) / 2 else 0)
      = f (i.val + 2) / 2 := by
    by_cases h : i.val + 1 < n
    · rw [Finset.sum_eq_single (⟨i.val + 1, h⟩ : Fin n)]
      · exact if_pos rfl
      · intro b _ hb; apply if_neg; intro e; exact hb (Fin.ext e.symm)
      · intro h'; exact absurd (Finset.mem_univ _) h'
    · rw [show i.val + 2 = n + 1 by omega, hN, zero_div]
      apply Finset.sum_eq_zero
      intro j _; apply if_neg; have := j.isLt; omega
  have h2 : ∑ j : Fin n, (if j.val + 1 = i.val then f (j.val + 1) / 2 else 0)
      = f i.val / 2 := by
    by_cases h : i.val = 0
    · rw [h, h0, zero_div]
      apply Finset.sum_eq_zero
      intro j _; apply if_neg; omega
    · rw [Finset.sum_eq_single (⟨i.val - 1, by omega⟩ : Fin n)]
      · have e : i.val - 1 + 1 = i.val := by omega
        show (if i.val - 1 + 1 = i.val then f (i.val - 1 + 1) / 2 else 0) = _
        rw [if_pos e, e]
      · intro b _ hb; apply if_neg; intro e; apply hb; apply Fin.ext
        show b.val = i.val - 1
        omega
      · intro h'; exact absurd (Finset.mem_univ _) h'
  simp only [hs]
  rw [Finset.sum_add_distrib, h1, h2]; ring

/-- The standing waves satisfy `H v_k = x_k v_k`. -/
theorem chain_mode (n k : ℕ) : chain n *ᵥ mode n k = node n k • mode n k := by
  funext i
  have hN : (n : ℝ) + 1 ≠ 0 := by positivity
  have e : ((n + 1 : ℕ) : ℝ) * angle n k = k * π := by
    unfold angle; push_cast; field_simp <;> ring
  have h := chain_hop n (fun j => Real.sqrt (2 / (n + 1)) * sin ((j : ℝ) * angle n k))
    (by simp) (by simp only [e, sin_nat_mul_pi, mul_zero]) i
  simp only [Nat.cast_add, Nat.cast_one, Nat.cast_ofNat] at h
  simp only [Matrix.mulVec, dotProduct, mode, Pi.smul_apply, smul_eq_mul, node]
  refine h.trans ?_
  have s1 : sin ((i.val : ℝ) * angle n k) + sin (((i.val : ℝ) + 2) * angle n k)
      = 2 * cos (angle n k) * sin (((i.val : ℝ) + 1) * angle n k) := by
    rw [show (i.val : ℝ) * angle n k = ((i.val : ℝ) + 1) * angle n k - angle n k by ring,
      show ((i.val : ℝ) + 2) * angle n k = ((i.val : ℝ) + 1) * angle n k + angle n k by ring,
      sin_sub, sin_add]
    ring
  linear_combination Real.sqrt (2 / ((n : ℝ) + 1)) / 2 * s1

/-- Completeness of the standing waves: `Σ_{k=1..n} v_k(i) v_k(j) = δ_ij`. -/
theorem mode_complete (n : ℕ) (i j : Fin n) :
    ∑ k ∈ Finset.Icc 1 n, mode n k i * mode n k j = if i = j then 1 else 0 := by
  have hi := i.isLt
  have hj := j.isLt
  have hsq := Real.mul_self_sqrt (show (0 : ℝ) ≤ 2 / ((n : ℝ) + 1) by positivity)
  have hplus : ¬ 2 * ((n : ℤ) + 1) ∣ ((i.val : ℤ) + 1) + ((j.val : ℤ) + 1) :=
    fun h => absurd (Int.le_of_dvd (by omega) h) (by omega)
  have hiff : 2 * ((n : ℤ) + 1) ∣ ((i.val : ℤ) + 1) - ((j.val : ℤ) + 1) ↔ i = j := by
    constructor
    · intro h
      have := Int.eq_zero_of_abs_lt_dvd h (abs_lt.mpr ⟨by omega, by omega⟩)
      exact Fin.ext (by omega)
    · rintro rfl; simp
  have h := sin_orth n ((i.val : ℤ) + 1) ((j.val : ℤ) + 1)
  rw [if_neg hplus, sub_zero, Finset.mul_sum] at h
  refine (Eq.trans (Finset.sum_congr rfl fun k _ => ?_) h).trans ?_
  · simp only [mode, Int.cast_add, Int.cast_one, Int.cast_natCast]
    linear_combination
      (sin (((i.val : ℝ) + 1) * angle n k) * sin (((j.val : ℝ) + 1) * angle n k)) * hsq
  · by_cases hij : i = j
    · rw [if_pos (hiff.2 hij), if_pos hij]
    · rw [if_neg (fun hd => hij (hiff.1 hd)), if_neg hij]

/-- Spectral form of a polynomial of the chain: `p(H)_ij = Σ_k p(x_k) v_k(i) v_k(j)`. -/
theorem chain_spectral (n : ℕ) (p : Polynomial ℝ) (i j : Fin n) :
    Polynomial.aeval (chain n) p i j
      = ∑ k ∈ Finset.Icc 1 n, p.eval (node n k) * (mode n k i * mode n k j) := by
  have hsm : ∀ (a : ℝ) (M : Matrix (Fin n) (Fin n) ℝ) (v : Fin n → ℝ),
      (a • M) *ᵥ v = a • (M *ᵥ v) := by
    intro a M v; ext l; simp [Matrix.mulVec, dotProduct, Finset.mul_sum, mul_assoc]
  have hpow : ∀ k r : ℕ, (chain n ^ r) *ᵥ mode n k = node n k ^ r • mode n k := by
    intro k r
    induction r with
    | zero => simp
    | succ r ih =>
      rw [pow_succ (chain n), ← Matrix.mulVec_mulVec, chain_mode, Matrix.mulVec_smul, ih,
        smul_smul, pow_succ']
  have hv : ∀ (q : Polynomial ℝ) (k : ℕ),
      Polynomial.aeval (chain n) q *ᵥ mode n k = q.eval (node n k) • mode n k := by
    intro q k
    induction q using Polynomial.induction_on' with
    | add q r hq hr =>
      rw [_root_.map_add, Matrix.add_mulVec, hq, hr, Polynomial.eval_add, add_smul]
    | monomial r a =>
      rw [Polynomial.aeval_monomial, Polynomial.eval_monomial, Algebra.algebraMap_eq_smul_one,
        smul_mul_assoc, one_mul, hsm, hpow, smul_smul]
  -- insert the resolution of the identity
  calc Polynomial.aeval (chain n) p i j
      = ∑ l, Polynomial.aeval (chain n) p i l * (if l = j then 1 else 0) := by simp
    _ = ∑ l, ∑ k ∈ Finset.Icc 1 n,
          Polynomial.aeval (chain n) p i l * mode n k l * mode n k j := by
        refine Finset.sum_congr rfl fun l _ => ?_
        rw [← mode_complete, Finset.mul_sum]
        exact Finset.sum_congr rfl fun k _ => by ring
    _ = ∑ k ∈ Finset.Icc 1 n, (Polynomial.aeval (chain n) p *ᵥ mode n k) i * mode n k j := by
        rw [Finset.sum_comm]
        simp only [Matrix.mulVec, dotProduct, Finset.sum_mul]
    _ = _ := by
        refine Finset.sum_congr rfl fun k _ => ?_
        rw [hv, Pi.smul_apply, smul_eq_mul]; ring

/-- The end-site element of `p(H)` is `Σ_k w_k p(x_k)` for every polynomial `p`, and that of
`U_m(H)` is `[2(n+1) ∣ m] - [2(n+1) ∣ m+2]`. -/
theorem chain_end_site (n : ℕ) (hn : 0 < n) :
    (∀ p : Polynomial ℝ, Polynomial.aeval (chain n) p ⟨0, hn⟩ ⟨0, hn⟩
      = ∑ k ∈ Finset.Icc 1 n, weight n k * p.eval (node n k)) ∧
    ∀ m : ℤ, Polynomial.aeval (chain n) (Polynomial.Chebyshev.U ℝ m) ⟨0, hn⟩ ⟨0, hn⟩
      = (if 2 * ((n : ℤ) + 1) ∣ m then 1 else 0)
        - (if 2 * ((n : ℤ) + 1) ∣ m + 2 then 1 else 0) := by
  have hsq := Real.mul_self_sqrt (show (0 : ℝ) ≤ 2 / ((n : ℝ) + 1) by positivity)
  have hp : ∀ p : Polynomial ℝ, Polynomial.aeval (chain n) p ⟨0, hn⟩ ⟨0, hn⟩
      = ∑ k ∈ Finset.Icc 1 n, weight n k * p.eval (node n k) := by
    intro p
    rw [chain_spectral]
    refine Finset.sum_congr rfl fun k _ => ?_
    have h0 : mode n k ⟨0, hn⟩ = Real.sqrt (2 / ((n : ℝ) + 1)) * sin (angle n k) := by
      simp [mode]
    rw [h0, weight]
    linear_combination (p.eval (node n k) * sin (angle n k) ^ 2) * hsq
  exact ⟨hp, fun m => (hp _).trans (moment_eq n m)⟩

end

end SemicircleChainQuadrature
```

```lean
#print axioms SemicircleChainQuadrature.semicircle_quadrature
#print axioms SemicircleChainQuadrature.chain_end_site
```

```
'SemicircleChainQuadrature.semicircle_quadrature' depends on axioms: [propext, Classical.choice, Quot.sound]
'SemicircleChainQuadrature.chain_end_site' depends on axioms: [propext, Classical.choice, Quot.sound]
```

## Nodes, weights and the chain

For \(k=1,\dots,n\), `angle`, `node` and `weight` are
\[\theta_k=\frac{k\pi}{n+1},\qquad x_k=\cos\theta_k,\qquad w_k=\frac{2\sin^2\theta_k}{n+1},\]
and `moment n m` is \(\mu_m=\sum_{k=1}^n w_kU_m(x_k)\). The order \(m\) is an integer, because `Polynomial.Chebyshev.U` continues the recurrence \(U_{m+2}=2xU_{m+1}-U_m\) to negative orders. Write \(N=2(n+1)\), and let \([P]\) be \(1\) if \(P\) holds and \(0\) otherwise. Then `moment_eq` states \(\mu_m=[N\mid m]-[N\mid m+2]\) for all \(n\) and \(m\), and `semicircle_quadrature` states, for \(n\ge1\), that \(\mu_0=1\), \(\mu_m=0\) for \(0<m<2n\), and \(\mu_{2n}=-1\).

`chain n` is the real matrix \(H\) on sites \(j=0,\dots,n-1\) with open ends, zero on-site energy and \(H_{ij}=1/2\) between neighbours. The hopping \(1/2\) fixes the energy unit: the levels \(x_k\) lie strictly inside \((-1,1)\), the outermost at \(\pm\cos(\pi/(n+1))\), and \([-1,1]\) is the band of the infinite chain. `mode` is the standing wave \(v_k(j)=\sqrt{2/(n+1)}\,\sin((j+1)\theta_k)\), and `Polynomial.aeval (chain n) p` is \(p(H)\). By `chain_end_site`, \(p(H)_{00}=\sum_kw_k\,p(x_k)\) for every real polynomial \(p\), and \(U_m(H)_{00}\) obeys the formula for \(\mu_m\). The \(\mu_m\) with \(m\ge0\) are therefore the second-kind Chebyshev moments of the end-site local density of states \(\sum_kw_k\,\delta(x-x_k)\) of a finite, uniform, non-interacting tight-binding chain.

The semicircle density is not defined in the Lean code, so the comparison with it, here and in the opening, rests on an ordinary integral and not on a Lean theorem. With \(\rho(x)=\frac2\pi\sqrt{1-x^2}\) and \(x=\cos\theta\), one finds \(\int_{-1}^1\rho\,U_m\,dx=\frac2\pi\int_0^\pi\sin((m+1)\theta)\sin\theta\,d\theta=\delta_{m0}\) for \(m\ge0\), which matches \(\mu_m\) below order \(2n\) and misses it by one at \(2n\).

## Two sites, and none

For \(n=2\) the nodes are \(\pm\frac12\) and the weights \(2\cdot\frac34/3=\frac12\). Then \(\mu_0=1\), the odd orders cancel between the nodes, \(U_2(\pm\frac12)=0\), and \(U_4=16x^4-12x^2+1\) takes the value \(1-3+1=-1\) at both nodes, so \(\mu_4=-1\).

Without the hypothesis `1 ≤ n` the three-case statement fails. At \(n=0\) the sum is empty and \(\mu_0=0\), whereas the statement would demand both \(\mu_0=1\) and \(\mu_{2n}=\mu_0=-1\). The general formula survives, since \([2\mid0]-[2\mid2]=0\).

## From a cosine sum to the moments

For real \(\alpha\), \(2\sin\alpha\cos2k\alpha=\sin((2k+1)\alpha)-\sin((2k-1)\alpha)\), and summing over \(k=0,\dots,M-1\) leaves
\[2\sin\alpha\sum_{k<M}\cos2k\alpha=\sin((2M-1)\alpha)+\sin\alpha .\]
This is `telescope`, proved by induction on \(M\) with the addition formulas.

For an integer \(p\) let \(C(p)=\sum_{k=0}^n\cos p\theta_k\). If \(N\mid p\), every term is \(1\) and \(\cos p\pi=1\) (`h1`, `h2`). Otherwise take \(\alpha=p\pi/N\) and \(M=n+1\), so that \(2k\alpha=p\theta_k\) and \(\sin\alpha\neq0\) (`hs`). The right side becomes \(\sin(p\pi-\alpha)+\sin\alpha=(1-\cos p\pi)\sin\alpha\), and \(\sin\alpha\) cancels. Both cases together are `cos_sum`:
\[C(p)=(n+1)[N\mid p]+\tfrac12(1-\cos p\pi).\]

For integers \(a,b\), use \(\sin a\theta\sin b\theta=\frac12[\cos(a-b)\theta-\cos(a+b)\theta]\) (`hprod`) and add the vanishing \(k=0\) term (`hI`). The parity terms cancel because \(a+b\) and \(a-b\) differ by \(2b\) (`hpar`), which gives `sin_orth`:
\[\frac2{n+1}\sum_{k=1}^n\sin a\theta_k\sin b\theta_k=[N\mid a-b]-[N\mid a+b].\]

Since \(U_m(\cos\theta)\sin\theta=\sin((m+1)\theta)\) (`U_real_cos`), each term of \(\mu_m\) is \(\frac2{n+1}\sin((m+1)\theta_k)\sin\theta_k\), and \(a=m+1\), \(b=1\) yields `moment_eq`. The three cases follow because \(N\) divides no integer strictly between \(0\) and \(N\) (`nd`). At \(m=0\) the first bracket is \(1\) and \(2<N\) removes the second, which uses \(n\ge1\). For \(0<m<2n\) both \(m\) and \(m+2\) lie in the gap. At \(m=2n\), \(m+2=N\) and the second bracket is \(1\), while \(0<2n<N\), again by \(n\ge1\), makes the first vanish.

## Standing waves and the end site

Place site \(j\) at position \(j+1\) and let an amplitude \(f\) vanish at positions \(0\) and \(n+1\). Then `chain_hop` gives \(\sum_jH_{ij}f(j+1)=\frac12[f(i)+f(i+2)]\); the case splits in `h1` and `h2` handle the end sites, where the missing neighbour is replaced by a zero of \(f\). The function \(f(s)=\sqrt{2/(n+1)}\sin s\theta_k\) has these zeros because \((n+1)\theta_k=k\pi\), and \(\sin i\theta+\sin(i+2)\theta=2\cos\theta\sin(i+1)\theta\) (`s1`) gives \(Hv_k=x_kv_k\), which is `chain_mode`.

Setting \(a=i+1\), \(b=j+1\) in the sine sum gives \(\sum_kv_k(i)v_k(j)=\delta_{ij}\), since \(0<i+j+2<N\) and \(|i-j|<N\); this is `mode_complete`. In `chain_spectral`, induction on powers (`hpow`) and linearity (`hv`) give \(p(H)v_k=p(x_k)v_k\), and the `calc` block inserts completeness:
\[p(H)_{ij}=\sum_lp(H)_{il}\,\delta_{lj}=\sum_k(p(H)v_k)(i)\,v_k(j)=\sum_kp(x_k)\,v_k(i)v_k(j).\]
At \(i=j=0\) one has \(v_k(0)^2=\frac{2}{n+1}\sin^2\theta_k=w_k\), which turns this into the first half of `chain_end_site`; the choice \(p=U_m\) and `moment_eq` give the second.
